# The norm of a shifted Hermitian matrix is the distance to its farther spectral edge

Take a two-level Hamiltonian \(H=\mathrm{diag}(E_1,E_2)\) with \(E_1<E_2\), and subtract a real energy \(c\). The operator norm of \(H-c\) is the larger of \(|E_1-c|\) and \(|E_2-c|\). Between the levels, moving \(c\) towards one moves it away from the other, so the norm is smallest at the midpoint, where it equals \((E_2-E_1)/2\).

The same holds for every Hermitian matrix \(H\) on a finite, non-empty basis. Let \(\lambda_i\) be its eigenvalues, with extremes \(\lambda_{\min}\) and \(\lambda_{\max}\). For every complex \(z\),

\[
\|H-z\|=\max(|\lambda_{\max}-z|,|\lambda_{\min}-z|)\ \ge\ w,\qquad w=\tfrac12(\lambda_{\max}-\lambda_{\min}),
\]

with equality exactly when \(z=m\), where \(m=\tfrac12(\lambda_{\max}+\lambda_{\min})\).

## Only the edges matter

Write \(H=UDU^\dagger\) with \(U\) unitary and \(D=\mathrm{diag}(\lambda_i)\). Since \(UU^\dagger=1\), we have \(H-z=U(D-z)U^\dagger\). Unitary factors preserve the norm, and the norm of a diagonal matrix is its largest entry in modulus, so \(\|H-z\|=\max_i|\lambda_i-z|\).

Let \(z=x+iy\). Then \(|\lambda_i-z|^2=(\lambda_i-x)^2+y^2\). If \(\lambda_i\le x\), then \(0\le x-\lambda_i\le x-\lambda_{\min}\), and the lower edge is at least as far from \(z\). If \(\lambda_i\ge x\), the upper edge is. Both edges are eigenvalues, so the maximum is attained at one of them.

For the lower bound, add \(\lambda_{\max}-x\le|\lambda_{\max}-z|\) and \(x-\lambda_{\min}\le|\lambda_{\min}-z|\). The left sides sum to \(2w\), and the right sides to at most \(2\|H-z\|\).

If the norm equals \(w\), both edge distances are at most \(w\):

\[
(m+w-x)^2+y^2\le w^2,\qquad (m-w-x)^2+y^2\le w^2 .
\]

Adding these and halving gives \((x-m)^2+y^2\le0\), so \(z=m\). Conversely, both edges lie at distance \(w\) from \(m\).

## Fitting the spectrum into \([-1,1]\)

For \(a>0\) and real \(c\), \(\|(H-c)/a\|\le1\) means \(|\lambda_{\max}-c|\le a\) and \(|\lambda_{\min}-c|\le a\). Because \(\lambda_{\min}\le\lambda_{\max}\), this reduces to \(c-a\le\lambda_{\min}\) and \(\lambda_{\max}\le c+a\). If \(w>0\), choosing \(c=m\) and \(a=w\) gives norm \(w/w=1\).

Chebyshev expansions of the propagator or the density of states of a finite matrix Hamiltonian use this rescaling. In a calculation the edges are usually estimated, for instance by a few Lanczos steps. In exact arithmetic, Lanczos estimates lie between the true edges \(\lambda_{\min}\) and \(\lambda_{\max}\) and generally fall short of them, so codes widen the window by a margin: outside \([-1,1]\) the Chebyshev polynomials grow exponentially with their order.

The diagonalisation argument also applies to a normal matrix, though the Lean development below treats only Hermitian ones: the norm of the shifted matrix is the largest distance from \(z\) to an eigenvalue, and its minimum over \(z\) is the radius of the smallest disc containing the spectrum.

## The spectrum and its edges in Lean

The type `n` labels an orthonormal basis, and `H` is a complex matrix over it. The opened scope `Matrix.Norms.L2Operator` makes `‖·‖` on matrices the operator norm induced by the Euclidean vector norm.

```lean
import Mathlib

open Matrix
open scoped Matrix.Norms.L2Operator

noncomputable section

namespace ShiftedHamiltonianNorm

variable {n : Type*} [Fintype n] [DecidableEq n] {H : Matrix n n ℂ}
```

The hypothesis `hH` says that `H` is Hermitian and supplies the real eigenvalues `hH.eigenvalues`. On the right of the first theorem, the norm is the sup norm of a function on `n`. The step `key` is \(H-z=U(D-z)U^\dagger\); the last rewrites remove the unitaries.

```lean
/-- The operator norm of a Hermitian matrix shifted by a complex number `z` is the largest
distance from `z` to an eigenvalue (the sup norm of the list of shifted eigenvalues). -/
theorem norm_shift_eq_sup (hH : H.IsHermitian) (z : ℂ) :
    ‖H - z • (1 : Matrix n n ℂ)‖ = ‖fun i => (hH.eigenvalues i : ℂ) - z‖ := by
  have hU : (hH.eigenvectorUnitary : Matrix n n ℂ) ∈ unitary (Matrix n n ℂ) :=
    hH.eigenvectorUnitary.2
  have hUs : star (hH.eigenvectorUnitary : Matrix n n ℂ) ∈ unitary (Matrix n n ℂ) :=
    (star hH.eigenvectorUnitary).2
  have hUU : (hH.eigenvectorUnitary : Matrix n n ℂ) *
      star (hH.eigenvectorUnitary : Matrix n n ℂ) = 1 :=
    Matrix.mem_unitaryGroup_iff.mp hH.eigenvectorUnitary.2
  have hs : H = (hH.eigenvectorUnitary : Matrix n n ℂ) *
      diagonal (fun i => (hH.eigenvalues i : ℂ)) *
      star (hH.eigenvectorUnitary : Matrix n n ℂ) := by
    have h := hH.spectral_theorem
    rw [Unitary.conjStarAlgAut_apply] at h
    exact h
  have hd : diagonal (fun i => (hH.eigenvalues i : ℂ) - z) =
      diagonal (fun i => (hH.eigenvalues i : ℂ)) - z • (1 : Matrix n n ℂ) := by
    ext i j
    by_cases h : i = j
    · subst h
      simp
    · simp [h]
  -- the eigenvectors of `H` also diagonalise the shifted matrix
  have key : H - z • (1 : Matrix n n ℂ) = (hH.eigenvectorUnitary : Matrix n n ℂ) *
      diagonal (fun i => (hH.eigenvalues i : ℂ) - z) *
      star (hH.eigenvectorUnitary : Matrix n n ℂ) := by
    rw [hd, mul_sub, sub_mul, mul_smul_comm, mul_one, smul_mul_assoc, hUU, ← hs]
  rw [key, CStarRing.norm_mul_mem_unitary _ hUs, CStarRing.norm_mem_unitary_mul _ hU,
    Matrix.l2_opNorm_diagonal]
```

The next lemma is the interval argument. It splits on whether `t` lies left or right of `z.re` and compares squared distances.

```lean
/-- A point of a real interval is at most as far from a complex number `z` as the farther
of the two endpoints. -/
theorem dist_le_max_endpoints {a b t : ℝ} (hat : a ≤ t) (htb : t ≤ b) (z : ℂ) :
    ‖(t : ℂ) - z‖ ≤ max ‖(b : ℂ) - z‖ ‖(a : ℂ) - z‖ := by
  rcases le_total t z.re with h | h
  · apply le_max_of_le_right
    apply (pow_le_pow_iff_left₀ (norm_nonneg _) (norm_nonneg _) two_ne_zero).mp
    simp only [Complex.sq_norm, Complex.normSq_apply, Complex.sub_re, Complex.sub_im,
      Complex.ofReal_re, Complex.ofReal_im]
    nlinarith
  · apply le_max_of_le_left
    apply (pow_le_pow_iff_left₀ (norm_nonneg _) (norm_nonneg _) two_ne_zero).mp
    simp only [Complex.sq_norm, Complex.normSq_apply, Complex.sub_re, Complex.sub_im,
      Complex.ofReal_re, Complex.ofReal_im]
    nlinarith
```

The edges are a maximum and a minimum over the basis labels, which requires a non-empty basis.

```lean
variable [Nonempty n]

/-- The upper spectral edge: the largest eigenvalue of a Hermitian matrix. -/
def lmax (hH : H.IsHermitian) : ℝ :=
  Finset.univ.sup' Finset.univ_nonempty hH.eigenvalues

/-- The lower spectral edge: the smallest eigenvalue of a Hermitian matrix. -/
def lmin (hH : H.IsHermitian) : ℝ :=
  Finset.univ.inf' Finset.univ_nonempty hH.eigenvalues
```

The rescaled Hamiltonian is \((H-c)/a\).

```lean
/-- The Hamiltonian shifted by `c` and divided by `a`, for `a ≠ 0`. -/
def rescale (H : Matrix n n ℂ) (a c : ℝ) : Matrix n n ℂ :=
  (a : ℂ)⁻¹ • (H - (c : ℂ) • (1 : Matrix n n ℂ))
```

## The norm formula and its minimum

The interval lemma bounds every eigenvalue's distance by the maximum over the edges. For the reverse inequality, the proof picks labels `i` and `j` at which the edges are attained.

```lean
/-- The operator norm of a Hermitian matrix shifted by a complex number `z` is the distance
from `z` to the farther spectral edge. -/
theorem norm_shift (hH : H.IsHermitian) (z : ℂ) :
    ‖H - z • (1 : Matrix n n ℂ)‖ = max ‖(lmax hH : ℂ) - z‖ ‖(lmin hH : ℂ) - z‖ := by
  rw [norm_shift_eq_sup hH z]
  apply le_antisymm
  · -- every eigenvalue lies between the edges
    refine (pi_norm_le_iff_of_nonneg (le_max_of_le_left (norm_nonneg _))).2 fun i => ?_
    exact dist_le_max_endpoints (Finset.inf'_le _ (Finset.mem_univ i))
      (Finset.le_sup' _ (Finset.mem_univ i)) z
  · -- both edges are eigenvalues
    obtain ⟨i, _, hi⟩ := Finset.exists_mem_eq_sup' Finset.univ_nonempty hH.eigenvalues
    obtain ⟨j, _, hj⟩ := Finset.exists_mem_eq_inf' Finset.univ_nonempty hH.eigenvalues
    have hi' : lmax hH = hH.eigenvalues i := hi
    have hj' : lmin hH = hH.eigenvalues j := hj
    rw [hi', hj']
    exact max_le (norm_le_pi_norm (fun k => (hH.eigenvalues k : ℂ) - z) i)
      (norm_le_pi_norm (fun k => (hH.eigenvalues k : ℂ) - z) j)
```

For real shifts the complex moduli become absolute values.

```lean
/-- For a real energy shift `c`, the operator norm of `H - c` with `H` Hermitian is the larger
of `|lmax - c|` and `|lmin - c|`. -/
theorem norm_shift_real (hH : H.IsHermitian) (c : ℝ) :
    ‖H - (c : ℂ) • (1 : Matrix n n ℂ)‖ = max |lmax hH - c| |lmin hH - c| := by
  rw [norm_shift hH, ← Complex.ofReal_sub, ← Complex.ofReal_sub, Complex.norm_real,
    Complex.norm_real, Real.norm_eq_abs, Real.norm_eq_abs]
```

In the lower bound, `h1` and `h2` compare real parts with moduli, and `linarith` adds them.

```lean
/-- No scalar shift, real or complex, brings the operator norm of a Hermitian matrix below
half its spectral width. -/
theorem half_width_le_norm_shift (hH : H.IsHermitian) (z : ℂ) :
    (lmax hH - lmin hH) / 2 ≤ ‖H - z • (1 : Matrix n n ℂ)‖ := by
  rw [norm_shift hH]
  have h1 := (le_abs_self _).trans (Complex.abs_re_le_norm ((lmax hH : ℂ) - z))
  have h2 := (neg_le_abs _).trans (Complex.abs_re_le_norm ((lmin hH : ℂ) - z))
  simp only [Complex.sub_re, Complex.ofReal_re] at h1 h2
  have h3 := le_max_left ‖(lmax hH : ℂ) - z‖ ‖(lmin hH : ℂ) - z‖
  have h4 := le_max_right ‖(lmax hH : ℂ) - z‖ ‖(lmin hH : ℂ) - z‖
  linarith
```

In the equality case, `h3` is the halved sum of the two squared inequalities. It forces both the real offset from the midpoint and the imaginary part to vanish.

```lean
/-- The norm of a shifted Hermitian matrix equals half the spectral width exactly when the
shift is the midpoint of the two spectral edges. -/
theorem norm_shift_eq_half_width_iff (hH : H.IsHermitian) (z : ℂ) :
    ‖H - z • (1 : Matrix n n ℂ)‖ = (lmax hH - lmin hH) / 2 ↔
      z = (((lmax hH + lmin hH) / 2 : ℝ) : ℂ) := by
  constructor
  · intro h
    rw [norm_shift hH] at h
    have h1 := pow_le_pow_left₀ (norm_nonneg _) ((le_max_left _ _).trans h.le) 2
    have h2 := pow_le_pow_left₀ (norm_nonneg _) ((le_max_right _ _).trans h.le) 2
    simp only [Complex.sq_norm, Complex.normSq_apply, Complex.sub_re, Complex.sub_im,
      Complex.ofReal_re, Complex.ofReal_im] at h1 h2
    -- adding the two squared distances leaves the squared distance to the midpoint
    have h3 : (z.re - (lmax hH + lmin hH) / 2) ^ 2 + z.im ^ 2 ≤ 0 := by
      linarith
    have hre : (z.re - (lmax hH + lmin hH) / 2) ^ 2 = 0 :=
      le_antisymm (by linarith [sq_nonneg z.im]) (sq_nonneg _)
    have him : z.im ^ 2 = 0 :=
      le_antisymm (by linarith [sq_nonneg (z.re - (lmax hH + lmin hH) / 2)]) (sq_nonneg _)
    apply Complex.ext
    · rw [Complex.ofReal_re]
      exact sub_eq_zero.mp (pow_eq_zero_iff two_ne_zero |>.mp hre)
    · rw [Complex.ofReal_im]
      exact pow_eq_zero_iff two_ne_zero |>.mp him
  · intro h
    obtain ⟨i⟩ := ‹Nonempty n›
    have hi1 : lmin hH ≤ hH.eigenvalues i := Finset.inf'_le _ (Finset.mem_univ i)
    have hi2 : hH.eigenvalues i ≤ lmax hH := Finset.le_sup' _ (Finset.mem_univ i)
    have e1 : lmax hH - (lmax hH + lmin hH) / 2 = (lmax hH - lmin hH) / 2 := by ring
    have e2 : lmin hH - (lmax hH + lmin hH) / 2 = -((lmax hH - lmin hH) / 2) := by ring
    rw [h, norm_shift_real hH, e1, e2, abs_neg, max_self, abs_of_nonneg (by linarith)]
```

## The rescaled Hamiltonian

The window criterion unfolds the two absolute values; `hle` supplies the ordering of the edges that makes two of the four inequalities redundant.

```lean
/-- For `a > 0` and `H` Hermitian, the rescaled Hamiltonian `(H - c)/a` has norm at most one
exactly when the energy window from `c - a` to `c + a` contains both spectral edges. -/
theorem norm_rescale_le_one_iff (hH : H.IsHermitian) {a : ℝ} (ha : 0 < a) (c : ℝ) :
    ‖rescale H a c‖ ≤ 1 ↔ c - a ≤ lmin hH ∧ lmax hH ≤ c + a := by
  have hle : lmin hH ≤ lmax hH := by
    obtain ⟨i⟩ := ‹Nonempty n›
    exact (Finset.inf'_le _ (Finset.mem_univ i)).trans
      (Finset.le_sup' hH.eigenvalues (Finset.mem_univ i))
  rw [rescale, norm_smul, norm_inv, Complex.norm_real, Real.norm_eq_abs, abs_of_pos ha,
    inv_mul_le_iff₀ ha, mul_one, norm_shift_real hH, max_le_iff, abs_le, abs_le]
  constructor
  · rintro ⟨⟨_, h2⟩, ⟨h3, _⟩⟩
    constructor <;> linarith
  · rintro ⟨h1, h2⟩
    refine ⟨⟨?_, ?_⟩, ⟨?_, ?_⟩⟩ <;> linarith
```

The last theorem assumes `lmin hH < lmax hH`, which excludes multiples of the identity and hence every one-dimensional case. It concerns the exact edges of a finite matrix; errors in estimated edges, rounding and unbounded operators are not treated.

```lean
/-- Chebyshev rescaling: if the spectral edges of a Hermitian matrix differ, shifting by their
midpoint and dividing by half the spectral width gives a matrix of norm exactly one. -/
theorem norm_chebyshev_rescale (hH : H.IsHermitian) (hw : lmin hH < lmax hH) :
    ‖rescale H ((lmax hH - lmin hH) / 2) ((lmax hH + lmin hH) / 2)‖ = 1 := by
  have ha : 0 < (lmax hH - lmin hH) / 2 := by linarith
  rw [rescale, norm_smul, norm_inv, Complex.norm_real, Real.norm_eq_abs, abs_of_pos ha,
    (norm_shift_eq_half_width_iff hH _).mpr rfl, inv_mul_cancel₀ ha.ne']

end ShiftedHamiltonianNorm
```

```lean
#print axioms ShiftedHamiltonianNorm.norm_shift
#print axioms ShiftedHamiltonianNorm.half_width_le_norm_shift
#print axioms ShiftedHamiltonianNorm.norm_rescale_le_one_iff
#print axioms ShiftedHamiltonianNorm.norm_chebyshev_rescale
```

```
'ShiftedHamiltonianNorm.norm_shift' depends on axioms: [propext, Classical.choice, Quot.sound]
'ShiftedHamiltonianNorm.half_width_le_norm_shift' depends on axioms: [propext, Classical.choice, Quot.sound]
'ShiftedHamiltonianNorm.norm_rescale_le_one_iff' depends on axioms: [propext, Classical.choice, Quot.sound]
'ShiftedHamiltonianNorm.norm_chebyshev_rescale' depends on axioms: [propext, Classical.choice, Quot.sound]
```
